# At normal incidence and its design wavelength, a lossless quarter-wave mirror approaches full reflection as pairs are added exactly when its two layer indices differ

At normal incidence, a surface of ordinary glass in air reflects only a few per cent of the light. Choose a wavelength and coat the glass with alternating transparent layers, each a quarter of that wavelength thick as measured inside the layer. The glass can then become a very good mirror at the chosen wavelength, although no single interface in it reflects strongly. For N pairs with index n1 on the incidence side and n2 behind it, between an incidence medium n0 and a substrate ns, I know the amplitude as

r = (n0 − Y)/(n0 + Y), with Y = ns (n1/n2)^(2N).

I also know the claim that |r|² tends to 1 as N grows if and only if n1 ≠ n2, for positive indices. Can both be derived rigorously from the characteristic matrices, with a proof that a machine has checked?

## Multiplying out the quarter-wave pairs

Yes. The calculation is short because a quarter-wave pair has a diagonal matrix.

Write a 2×2 matrix as [a, b; c, d], with the semicolon between the rows. A lossless layer of index n and phase thickness δ has the characteristic matrix

M(n, δ) = [cos δ, i sin δ / n; i n sin δ, cos δ].

A quarter-wave layer has δ = π/2, so its matrix is [0, i/n; i n, 0]. The product for one pair is

M(n1, π/2) M(n2, π/2) = [−n2/n1, 0; 0, −n1/n2],

and N pairs give

[(−n2/n1)^N, 0; 0, (−n1/n2)^N].

Let B and C be the electric and magnetic fields at the front surface, normalised to the electric field at the substrate. They are the stack matrix applied to the column (1, ns):

B = (−n2/n1)^N

C = ns (−n1/n2)^N

Since (−n1/n2)/(−n2/n1) = (n1/n2)², the ratio is C/B = ns (n1/n2)^(2N) = Y. The factor B is non-zero and cancels from the reflection coefficient:

r = (n0 B − C)/(n0 B + C) = (n0 − Y)/(n0 + Y).

For N = 0 this is the bare substrate, with Y = ns.

The missing reflectance follows from (n0 + Y)² − (n0 − Y)² = 4 n0 Y:

1 − r² = 4 n0 Y/(n0 + Y)².

The denominator is at least n0² and at least Y², so the missing reflectance is at most 4Y/n0 and at most 4n0/Y.

There are three cases for large N.

- If n1 < n2, then Y → 0 and r → 1.
- If n2 < n1, set q = (n2/n1)^(2N), which tends to 0. Multiplying numerator and denominator by q gives r = (n0 q − ns)/(n0 q + ns) → −1.
- If n1 = n2, then Y = ns for every N, and r² stays at ((n0 − ns)/(n0 + ns))². This could equal 1 only if 4 n0 ns = 0, which positive indices exclude.

The reflectance therefore tends to 1 in the first two cases and not in the third.

Here is the complete Lean file.

```lean
import Mathlib

open Matrix Filter Topology

namespace QuarterWaveMirror

noncomputable section

/-- Characteristic matrix of a lossless layer of index `n` and phase thickness `δ`
at normal incidence. -/
def layer (n δ : ℝ) : Matrix (Fin 2) (Fin 2) ℂ :=
  !![((Real.cos δ : ℝ) : ℂ), Complex.I * ((Real.sin δ : ℝ) : ℂ) / (n : ℂ);
     Complex.I * (n : ℂ) * ((Real.sin δ : ℝ) : ℂ), ((Real.cos δ : ℝ) : ℂ)]

/-- Characteristic matrix of `N` quarter-wave pairs, with `n1` on the incidence side
of each pair. -/
def stack (n1 n2 : ℝ) (N : ℕ) : Matrix (Fin 2) (Fin 2) ℂ :=
  (layer n1 (Real.pi / 2) * layer n2 (Real.pi / 2)) ^ N

/-- The normalised electric and magnetic fields `(B, C)` at the front surface of a
multilayer with matrix `M` on a substrate of index `ns`. -/
def surfaceFields (ns : ℝ) (M : Matrix (Fin 2) (Fin 2) ℂ) : Fin 2 → ℂ :=
  M *ᵥ ![1, (ns : ℂ)]

/-- Amplitude reflection coefficient `(n0 B - C) / (n0 B + C)` of a multilayer. -/
def reflection (n0 ns : ℝ) (M : Matrix (Fin 2) (Fin 2) ℂ) : ℂ :=
  ((n0 : ℂ) * surfaceFields ns M 0 - surfaceFields ns M 1) /
    ((n0 : ℂ) * surfaceFields ns M 0 + surfaceFields ns M 1)

/-- The admittance `Y = ns (n1/n2)^(2N)`. -/
def admittance (n1 n2 ns : ℝ) (N : ℕ) : ℝ := ns * (n1 / n2) ^ (2 * N)

/-- The characteristic matrix of a quarter-wave layer is purely off-diagonal. -/
theorem layer_quarter (n : ℝ) :
    layer n (Real.pi / 2) = !![0, Complex.I / (n : ℂ); Complex.I * (n : ℂ), 0] := by
  simp only [layer, Real.cos_pi_div_two, Real.sin_pi_div_two, Complex.ofReal_zero,
    Complex.ofReal_one, mul_one]

/-- The matrix of `N` quarter-wave pairs is diagonal, with entries that are `N`-th powers
of the negative index ratios. -/
theorem stack_eq (n1 n2 : ℝ) (N : ℕ) :
    stack n1 n2 N =
      !![(-((n2 : ℂ) / n1)) ^ N, 0; 0, (-((n1 : ℂ) / n2)) ^ N] := by
  have a : Complex.I / (n1 : ℂ) * (Complex.I * n2) = -((n2 : ℂ) / n1) := by
    linear_combination ((n2 : ℂ) / n1) * Complex.I_mul_I
  have b : Complex.I * (n1 : ℂ) * (Complex.I / n2) = -((n1 : ℂ) / n2) := by
    linear_combination ((n1 : ℂ) / n2) * Complex.I_mul_I
  -- a single pair is already diagonal
  have pair : layer n1 (Real.pi / 2) * layer n2 (Real.pi / 2) =
      !![-((n2 : ℂ) / n1), 0; 0, -((n1 : ℂ) / n2)] := by
    rw [layer_quarter, layer_quarter, Matrix.mul_fin_two]
    simp only [zero_mul, mul_zero, zero_add, add_zero, a, b]
  unfold stack
  rw [pair]
  induction N with
  | zero => ext i j; fin_cases i <;> fin_cases j <;> simp
  | succ k ih =>
    rw [pow_succ, ih]
    ext i j
    fin_cases i <;> fin_cases j <;>
      simp [Matrix.mul_apply, Fin.sum_univ_two, pow_succ]

/-- At the front surface of the stack the electric field is non-zero, and the magnetic
field is `Y` times the electric field. -/
theorem surfaceFields_stack {n1 n2 : ℝ} (h1 : n1 ≠ 0) (h2 : n2 ≠ 0) (ns : ℝ) (N : ℕ) :
    surfaceFields ns (stack n1 n2 N) 0 ≠ 0 ∧
    surfaceFields ns (stack n1 n2 N) 1 =
      (admittance n1 n2 ns N : ℂ) * surfaceFields ns (stack n1 n2 N) 0 := by
  have c1 : (n1 : ℂ) ≠ 0 := Complex.ofReal_ne_zero.2 h1
  have c2 : (n2 : ℂ) ≠ 0 := Complex.ofReal_ne_zero.2 h2
  have e0 : surfaceFields ns (stack n1 n2 N) 0 = (-((n2 : ℂ) / n1)) ^ N := by
    rw [surfaceFields, stack_eq]
    simp [Matrix.mulVec, dotProduct, Fin.sum_univ_two]
  have e1 : surfaceFields ns (stack n1 n2 N) 1 = (-((n1 : ℂ) / n2)) ^ N * ns := by
    rw [surfaceFields, stack_eq]
    simp [Matrix.mulVec, dotProduct, Fin.sum_univ_two]
  have e2 : (-((n1 : ℂ) / n2)) ^ N =
      (-((n2 : ℂ) / n1)) ^ N * ((n1 : ℂ) / n2) ^ (2 * N) := by
    rw [pow_mul, ← mul_pow]
    congr 1
    field_simp
  have eY : (admittance n1 n2 ns N : ℂ) = ns * ((n1 : ℂ) / n2) ^ (2 * N) := by
    simp only [admittance, Complex.ofReal_mul, Complex.ofReal_pow, Complex.ofReal_div]
  constructor
  · rw [e0]
    exact pow_ne_zero _ (neg_ne_zero.2 (div_ne_zero c2 c1))
  · rw [e1, e0, eY, e2]
    ring

/-- The denominator of the reflection coefficient of the stack does not vanish, and the
coefficient equals the real number `(n0 - Y) / (n0 + Y)`. -/
theorem reflection_stack {n0 n1 n2 ns : ℝ} (h0 : 0 < n0) (h1 : 0 < n1) (h2 : 0 < n2)
    (hs : 0 < ns) (N : ℕ) :
    (n0 : ℂ) * surfaceFields ns (stack n1 n2 N) 0
      + surfaceFields ns (stack n1 n2 N) 1 ≠ 0 ∧
    reflection n0 ns (stack n1 n2 N) =
      (((n0 - admittance n1 n2 ns N) / (n0 + admittance n1 n2 ns N) : ℝ) : ℂ) := by
  obtain ⟨hB, hC⟩ := surfaceFields_stack h1.ne' h2.ne' ns N
  have hY : 0 < admittance n1 n2 ns N := by unfold admittance; positivity
  have hd : (n0 : ℂ) + (admittance n1 n2 ns N : ℂ) ≠ 0 := by
    exact_mod_cast (add_pos h0 hY).ne'
  -- the common factor `B` cancels
  have hden : (n0 : ℂ) * surfaceFields ns (stack n1 n2 N) 0
      + surfaceFields ns (stack n1 n2 N) 1 =
      surfaceFields ns (stack n1 n2 N) 0 * ((n0 : ℂ) + (admittance n1 n2 ns N : ℂ)) := by
    rw [hC]; ring
  have hnum : (n0 : ℂ) * surfaceFields ns (stack n1 n2 N) 0
      - surfaceFields ns (stack n1 n2 N) 1 =
      surfaceFields ns (stack n1 n2 N) 0 * ((n0 : ℂ) - (admittance n1 n2 ns N : ℂ)) := by
    rw [hC]; ring
  constructor
  · rw [hden]
    exact mul_ne_zero hB hd
  · unfold reflection
    rw [hden, hnum, mul_div_mul_left _ _ hB]
    simp only [Complex.ofReal_div, Complex.ofReal_sub, Complex.ofReal_add]

/-- For every number of pairs, the missing reflectance `1 - |r|²` is bounded by two
explicit geometric expressions in the index ratio. -/
theorem missing_reflectance_le {n0 n1 n2 ns : ℝ} (h0 : 0 < n0) (h1 : 0 < n1)
    (h2 : 0 < n2) (hs : 0 < ns) (N : ℕ) :
    1 - ‖reflection n0 ns (stack n1 n2 N)‖ ^ 2 ≤ 4 * (ns / n0) * (n1 / n2) ^ (2 * N) ∧
    1 - ‖reflection n0 ns (stack n1 n2 N)‖ ^ 2 ≤ 4 * (n0 / ns) * (n2 / n1) ^ (2 * N) := by
  rw [(reflection_stack h0 h1 h2 hs N).2, Complex.norm_real, Real.norm_eq_abs, sq_abs]
  have hinv : (n2 / n1) ^ (2 * N) = ((n1 / n2) ^ (2 * N))⁻¹ := by
    rw [← inv_pow, inv_div]
  have hp : 0 < (n1 / n2) ^ (2 * N) := by positivity
  rw [hinv]
  unfold admittance
  generalize (n1 / n2) ^ (2 * N) = p at hp
  have e1 : 4 * (ns / n0) * p = 4 * (ns * p) / n0 := by ring
  have e2 : 4 * (n0 / ns) * p⁻¹ = 4 * n0 / (ns * p) := by field_simp
  rw [e1, e2]
  have hY : 0 < ns * p := mul_pos hs hp
  generalize ns * p = Y at hY
  have hsum : n0 + Y ≠ 0 := (add_pos h0 hY).ne'
  have e : 1 - ((n0 - Y) / (n0 + Y)) ^ 2 = 4 * n0 * Y / (n0 + Y) ^ 2 := by
    rw [div_pow, eq_div_iff (pow_ne_zero 2 hsum), sub_mul,
      div_mul_cancel₀ _ (pow_ne_zero 2 hsum)]
    ring
  rw [e]
  constructor
  · rw [div_le_div_iff₀ (by positivity) h0]
    have : 0 ≤ 4 * Y * (2 * n0 * Y + Y ^ 2) := by positivity
    nlinarith [this]
  · rw [div_le_div_iff₀ (by positivity) hY]
    have : 0 ≤ 4 * n0 * (n0 ^ 2 + 2 * n0 * Y) := by positivity
    nlinarith [this]

/-- As pairs are added, the reflection amplitude tends to `1` if `n1 < n2` and to `-1`
if `n2 < n1`. -/
theorem reflection_tendsto {n0 n1 n2 ns : ℝ} (h0 : 0 < n0) (h1 : 0 < n1) (h2 : 0 < n2)
    (hs : 0 < ns) :
    (n1 < n2 → Tendsto (fun N => reflection n0 ns (stack n1 n2 N)) atTop (𝓝 1)) ∧
    (n2 < n1 → Tendsto (fun N => reflection n0 ns (stack n1 n2 N)) atTop (𝓝 (-1))) := by
  have key : ∀ a b : ℝ, 0 < a → a < b →
      Tendsto (fun N : ℕ => (a / b) ^ (2 * N)) atTop (𝓝 0) := by
    intro a b ha hab
    have hb : 0 < b := ha.trans hab
    have hq : (a / b) ^ 2 < 1 := by
      have h3 : a / b < 1 := (div_lt_one hb).2 hab
      have h4 : 0 < a / b := div_pos ha hb
      nlinarith
    simpa only [pow_mul] using
      tendsto_pow_atTop_nhds_zero_of_lt_one (sq_nonneg (a / b)) hq
  have hr := fun N => (reflection_stack h0 h1 h2 hs N).2
  constructor
  · intro hlt
    -- here the admittance `Y` tends to zero
    have hY : Tendsto (fun N => admittance n1 n2 ns N) atTop (𝓝 0) := by
      have h := (key n1 n2 h1 hlt).const_mul ns
      rw [mul_zero] at h
      exact h
    have h := (hY.const_sub n0).div (hY.const_add n0) (by simpa using h0.ne')
    have e : (n0 - 0) / (n0 + 0) = 1 := by rw [sub_zero, add_zero, div_self h0.ne']
    rw [e] at h
    have hC := (Complex.continuous_ofReal.tendsto 1).comp h
    rw [Complex.ofReal_one] at hC
    exact hC.congr (fun N => (hr N).symm)
  · intro hlt
    -- here `1/Y` tends to zero, so the fraction is rewritten in the inverse ratio
    have hZ := (key n2 n1 h2 hlt).const_mul n0
    rw [mul_zero] at hZ
    have h := (hZ.sub_const ns).div (hZ.add_const ns) (by simpa using hs.ne')
    have e : (0 - ns) / (0 + ns) = -1 := by
      rw [zero_sub, zero_add, neg_div, div_self hs.ne']
    rw [e] at h
    have hC := (Complex.continuous_ofReal.tendsto (-1)).comp h
    rw [Complex.ofReal_neg, Complex.ofReal_one] at hC
    refine hC.congr (fun N => ?_)
    rw [hr N]
    refine congrArg Complex.ofReal ?_
    have hpz : (n1 / n2) ^ (2 * N) * (n2 / n1) ^ (2 * N) = 1 := by
      rw [← mul_pow, div_mul_div_cancel₀ h2.ne', div_self h1.ne', one_pow]
    change (n0 * (n2 / n1) ^ (2 * N) - ns) / (n0 * (n2 / n1) ^ (2 * N) + ns) =
      (n0 - ns * (n1 / n2) ^ (2 * N)) / (n0 + ns * (n1 / n2) ^ (2 * N))
    rw [div_eq_div_iff (by positivity) (by positivity)]
    linear_combination (2 * n0 * ns) * hpz

/-- Quarter-wave mirror: `N` pairs reflect with amplitude `(n0 - Y) / (n0 + Y)`, where
`Y = ns (n1/n2)^(2N)`, and the reflectance tends to one as `N` grows if and only if the
two layer indices differ. -/
theorem quarterWave_mirror {n0 n1 n2 ns : ℝ} (h0 : 0 < n0) (h1 : 0 < n1) (h2 : 0 < n2)
    (hs : 0 < ns) :
    (∀ N, reflection n0 ns (stack n1 n2 N) =
      (((n0 - ns * (n1 / n2) ^ (2 * N)) / (n0 + ns * (n1 / n2) ^ (2 * N)) : ℝ) : ℂ)) ∧
    (Tendsto (fun N => ‖reflection n0 ns (stack n1 n2 N)‖ ^ 2) atTop (𝓝 1) ↔
      n1 ≠ n2) := by
  have hr := fun N => (reflection_stack h0 h1 h2 hs N).2
  refine ⟨hr, ?_, ?_⟩
  · intro h heq
    -- without index contrast the reflectance is that of the bare substrate
    have hc : ∀ N, ‖reflection n0 ns (stack n1 n2 N)‖ ^ 2 =
        ((n0 - ns) / (n0 + ns)) ^ 2 := by
      intro N
      have hY : admittance n1 n2 ns N = ns := by
        unfold admittance
        rw [heq, div_self h2.ne', one_pow, mul_one]
      rw [hr N, hY, Complex.norm_real, Real.norm_eq_abs, sq_abs]
    have h' := tendsto_nhds_unique h (tendsto_const_nhds.congr fun N => (hc N).symm)
    rw [div_pow, eq_div_iff (by positivity)] at h'
    nlinarith [mul_pos h0 hs]
  · intro hne
    rcases lt_or_gt_of_ne hne with hlt | hgt
    · have h := (((reflection_tendsto h0 h1 h2 hs).1 hlt).norm).pow 2
      rw [norm_one, one_pow] at h
      exact h
    · have h := (((reflection_tendsto h0 h1 h2 hs).2 hgt).norm).pow 2
      rw [norm_neg, norm_one, one_pow] at h
      exact h

end

end QuarterWaveMirror
```

```lean
#print axioms QuarterWaveMirror.missing_reflectance_le
-- 'QuarterWaveMirror.missing_reflectance_le' depends on axioms: [propext, Classical.choice, Quot.sound]
#print axioms QuarterWaveMirror.quarterWave_mirror
-- 'QuarterWaveMirror.quarterWave_mirror' depends on axioms: [propext, Classical.choice, Quot.sound]
```

## What the theorem says about the mirror

The final theorem, `quarterWave_mirror`, takes four positive real numbers `n0`, `n1`, `n2` and `ns`. Its first part gives the amplitude for every natural number `N`, zero included. The amplitude is a complex number, and the theorem identifies it with a real fraction regarded as complex. Its second part is the equivalence: `Tendsto ... atTop (𝓝 1)` says that the squared modulus of the amplitude converges to 1 as `N` goes to infinity, and this holds exactly when `n1 ≠ n2`.

The physics enters through the definitions:

- `layer n δ` is the characteristic matrix M(n, δ).
- `stack n1 n2 N` is the N-th power of the pair product.
- `surfaceFields` returns the pair (B, C), with B as component 0 and C as component 1.
- `reflection` is the quotient (n0 B − C)/(n0 B + C).
- `admittance` is Y, in units of the free-space admittance, so that a non-magnetic medium has an admittance equal to its index.

The sign of i in `layer` belongs to the time dependence exp(+iωt). The opposite convention gives the same r here, because each pair contains only products of two factors of i.

The layer matrix and the reflection formula are taken as the model and are not derived from Maxwell's equations. Real indices mean no absorption. The layer matrix is the one for normal incidence, and δ = π/2 in both layers puts the light at the design wavelength, so the theorem says nothing about the width of the stop band or about oblique light. Within those limits, the closed form supplies exact reference values for a transfer-matrix program.

Positivity matters. As pure algebra, take n1 = 1, n2 = −1, n0 = 1 and ns = 2. The layer indices differ, but (n1/n2)^(2N) = 1 for every N, so r = −1/3 and the reflectance stays at 1/9.

## How the Lean proof follows the calculation

`layer_quarter` inserts cos(π/2) = 0 and sin(π/2) = 1. In `stack_eq`, the facts `a` and `b` evaluate the two products containing i², `pair` assembles the diagonal matrix of one pair, and induction on `N` raises it to the N-th power.

`surfaceFields_stack` proves B ≠ 0 and C = Y B. Its steps `e0` and `e1` read off B and C, while `e2` is the identity that turns the ratio of the two diagonal entries into (n1/n2)^(2N).

`reflection_stack` factors B out of the denominator (`hden`) and the numerator (`hnum`), then cancels it with `mul_div_mul_left`. It also proves that the denominator is non-zero, so the quotient defining r is a genuine one.

`missing_reflectance_le` proves the two bounds for every N, written out in the index ratio:

1 − |r|² ≤ 4 (ns/n0) (n1/n2)^(2N)

1 − |r|² ≤ 4 (n0/ns) (n2/n1)^(2N)

The first decays with N when n1 < n2, the second when n2 < n1. Step `e` is the identity for 1 − r². The inequalities are then cleared of denominators, and `nlinarith` closes them using the non-negative terms left over when (n0 + Y)² is expanded. The main theorem does not need these bounds, but they show how fast the mirror improves.

`reflection_tendsto` finds the limits of the amplitude. Its auxiliary statement `key` says that (a/b)^(2N) → 0 when 0 < a < b. For n1 < n2 this sends Y to zero, and the limit of the quotient is 1. For n2 < n1 the proof uses the form with q, and `hpz`, which states that the two opposite powers multiply to 1, shows that both fractions agree.

`quarterWave_mirror` combines these results. If the indices differ, one of the two amplitude limits applies, and taking the norm and squaring gives 1 in either case. For the converse, suppose that the reflectance tends to 1 and that the indices are equal. The reflectance is then constant (`hc`), and uniqueness of limits forces ((n0 − ns)/(n0 + ns))² = 1. The last `nlinarith` refutes this with n0 ns > 0.

## An extra layer next to the substrate

The same algebra handles a stack that ends with one more quarter-wave layer of index n1 against the substrate. That layer sends (1, ns) to a multiple of (1, n1²/ns), and the common factor cancels from r. The amplitude formula therefore keeps its form, with ns replaced by n1²/ns:

Y = (n1²/ns) (n1/n2)^(2N).

Since n1²/ns is positive whenever n1 and ns are, the reflectance again tends to 1 if and only if n1 ≠ n2.
